# The imaginary-time propagator of two non-interacting finite systems is the product of their decay factors

Two finite systems that do not interact have Hamiltonians diagonal in the chosen bases, with real levels `a i` and `b j`. The theorem `propagator_eq_exp` states that, for every real `t`, the Kronecker product of the diagonal matrices with entries exp(−t aᵢ) and exp(−t bⱼ) equals the matrix exponential exp(−tH), where H = A ⊗ 1 + 1 ⊗ B is the joint Hamiltonian. The propagator is not normalised by its trace. The attempt writes both sides as diagonal matrices and then compares their entries at each product state `p`.

Lean 4 with Mathlib refuses this proof:

```lean
import Mathlib

open MeasureTheory Matrix
open Set (Ioi)
open scoped Kronecker

namespace PropagatorEqExp

noncomputable section

variable {m n : Type*} [Fintype m] [Fintype n] [DecidableEq m] [DecidableEq n]

/-- The Hamiltonian `A ⊗ 1 + 1 ⊗ B` of two subsystems that do not interact. -/
def kroneckerSum (A : Matrix m m ℝ) (B : Matrix n n ℝ) : Matrix (m × n) (m × n) ℝ :=
  A ⊗ₖ (1 : Matrix n n ℝ) + (1 : Matrix m m ℝ) ⊗ₖ B

/-- The product of the imaginary-time decay factors of two subsystems with levels `a` and `b`. -/
def propagator (a : m → ℝ) (b : n → ℝ) (t : ℝ) : Matrix (m × n) (m × n) ℝ :=
  diagonal (fun i => Real.exp (-t * a i)) ⊗ₖ diagonal (fun j => Real.exp (-t * b j))

omit [Fintype m] [Fintype n] in
/-- For diagonal subsystems the non-interacting sum is diagonal, with entries `a i + b j`. -/
theorem kroneckerSum_diagonal (a : m → ℝ) (b : n → ℝ) :
    kroneckerSum (diagonal a) (diagonal b) = diagonal (fun p : m × n => a p.1 + b p.2) := by
  ext ⟨i, j⟩ ⟨k, l⟩
  by_cases h1 : i = k <;> by_cases h2 : j = l <;>
    simp [kroneckerSum, h1, h2]

omit [Fintype m] [Fintype n] in
/-- The product of decay factors is diagonal, with entries `exp (-t (a i + b j))`. -/
theorem propagator_eq_diagonal (a : m → ℝ) (b : n → ℝ) (t : ℝ) :
    propagator a b t = diagonal (fun p : m × n => Real.exp (-t * (a p.1 + b p.2))) := by
  ext ⟨i, j⟩ ⟨k, l⟩
  by_cases h1 : i = k <;> by_cases h2 : j = l <;>
    simp [propagator, h1, h2, mul_add, Real.exp_add]

/-- The product of the subsystem decay factors is the imaginary-time propagator `exp (-t H)` of
the non-interacting sum `H`. -/
theorem propagator_eq_exp (a : m → ℝ) (b : n → ℝ) (t : ℝ) :
    propagator a b t = NormedSpace.exp (-t • kroneckerSum (diagonal a) (diagonal b)) := by
  rw [kroneckerSum_diagonal, propagator_eq_diagonal, ← Matrix.diagonal_smul, Matrix.exp_diagonal]
  congr 1
  funext p
  rw [Pi.exp_apply, ← Real.exp_eq_exp_ℝ, Pi.smul_apply, smul_eq_mul]

end

end PropagatorEqExp
```

Messages:

```
Main.lean:44:6: error(lean.unknownIdentifier): Unknown identifier `Pi.exp_apply`
Main.lean:40:88: error: unsolved goals
m : Type u_1
n : Type u_2
inst✝³ : Fintype m
inst✝² : Fintype n
inst✝¹ : DecidableEq m
inst✝ : DecidableEq n
a : m → ℝ
b : n → ℝ
t : ℝ
p : m × n
⊢ Real.exp (-t * (a p.1 + b p.2)) = NormedSpace.exp (-t • fun p => a p.1 + b p.2) p
```

Cause. The first message says that Lean finds no declaration called `Pi.exp_apply`, so the last `rw` fails at its first step. The second message shows the goal left open by that failure. On its left is the real exponential of a number; on its right, `NormedSpace.exp` is applied to a whole function on the product states, and the result is evaluated at `p`. The missing step is that this exponential may be computed pointwise.

The repair obtains that step from `NormedSpace.map_exp`, which carries the exponential through a continuous ring homomorphism. Here the homomorphism is evaluation at `p`, given by `Pi.evalRingHom`, and `continuous_apply p` supplies its continuity. The rewrite with `Real.exp_eq_exp_ℝ`, now used from left to right, turns the real exponential on the left into `NormedSpace.exp`, so that `h.symm` fits the goal. Lean checks the remaining agreement by unfolding evaluation and scalar multiplication, so `Pi.smul_apply` and `smul_eq_mul` are no longer needed. The added comment only explains the step.

Lean accepts the file once it reads:

```diff
@@ -42,5 +42,9 @@
   congr 1
   funext p
-  rw [Pi.exp_apply, ← Real.exp_eq_exp_ℝ, Pi.smul_apply, smul_eq_mul]
+  -- evaluation at one product state is a continuous ring homomorphism
+  have h := NormedSpace.map_exp (Pi.evalRingHom (fun _ : m × n => ℝ) p) (continuous_apply p)
+    (-t • fun p : m × n => a p.1 + b p.2)
+  rw [Real.exp_eq_exp_ℝ]
+  exact h.symm
 
 end
```
